# Newton iterates for the Fermi level descend to the solution from any start above it and below all levels

A few electrons are placed in the conduction levels of a semiconductor at a finite temperature. The level energies are known, and the chemical potential must be adjusted until the Fermi-Dirac occupations add up to the required number. Newton's method divides the error in the count by the density of states. Far from all levels that density is exponentially small, and the next step can be enormous. Which starts are safe?

For levels e_i with weights w_i, write

f_i(μ) = 1/(exp((e_i − μ)/T) + 1),  N(μ) = Σ_i w_i f_i(μ).

T is in energy units, so it stands for the textbook k_B T. The target count is n, and m denotes the chemical potential that solves N(m) = n. One Newton step is

μ⁺ = μ − (N(μ) − n)/N′(μ).

If m ≤ μ₀ ≤ e_i for every i, the iterates from μ₀ never rise, never fall below m, and converge to m. This is proved below for at least one level, positive weights and T > 0.

In Lean, the finite type `ι` labels the levels, for instance by band, k-point and spin. `count` is N, `newtonStep` is the map μ ↦ μ⁺, and `slope` is an explicit sum, shown below to equal N′.

```lean
import Mathlib

open Filter Topology

namespace FermiLevelNewton

noncomputable section

/-- Fermi-Dirac occupation of a level `e` at chemical potential `mu` and temperature `T ≠ 0`
(in energy units). -/
def fermi (T e mu : ℝ) : ℝ := 1 / (Real.exp ((e - mu) / T) + 1)

variable {ι : Type*} [Fintype ι]

/-- Electron count of levels `e i` with weights `w i` at temperature `T ≠ 0`. -/
def count (w e : ι → ℝ) (T mu : ℝ) : ℝ := ∑ i, w i * fermi T (e i) mu

/-- Thermally broadened density of states at `mu`, for `T ≠ 0`. -/
def slope (w e : ι → ℝ) (T mu : ℝ) : ℝ :=
  ∑ i, w i * (fermi T (e i) mu * (1 - fermi T (e i) mu) / T)

/-- One Newton step for the equation `count = n`, defined where the density of states
`slope` is nonzero and `T ≠ 0`. -/
def newtonStep (w e : ι → ℝ) (T n mu : ℝ) : ℝ :=
  mu - (count w e T mu - n) / slope w e T mu
```

The levels are fixed numbers and the electrons enter only through their occupations. The theorems concern exact arithmetic: Lean's `ℝ` consists of real numbers, not floating-point ones, so rounding is not modelled.

## Positive temperature gives the count a slope

T > 0 is the thermal energy, or the width of Fermi-Dirac smearing. With b = exp((e_i − μ)/T), we have f_i = 1/(b + 1) and db/dμ = −b/T, so

df_i/dμ = b/(T(b + 1)²) = f_i(1 − f_i)/T,

N′(μ) = Σ_i w_i f_i(1 − f_i)/T.

The proof applies the chain and quotient rules to one level, checks this identity with `field_simp` and `ring`, and sums.

```lean
/-- For `T > 0` the derivative of the electron count with respect to the chemical potential
is the thermally broadened density of states. -/
theorem hasDerivAt_count (w e : ι → ℝ) {T : ℝ} (hT : 0 < T) (mu : ℝ) :
    HasDerivAt (count w e T) (slope w e T mu) mu := by
  have single : ∀ a : ℝ,
      HasDerivAt (fermi T a) (fermi T a mu * (1 - fermi T a mu) / T) mu := by
    intro a
    have h1 : HasDerivAt (fun x : ℝ => (a - x) / T) (-1 / T) mu :=
      ((hasDerivAt_id' mu).const_sub a).div_const T
    have h2 : HasDerivAt (fun x : ℝ => Real.exp ((a - x) / T) + 1)
        (Real.exp ((a - mu) / T) * (-1 / T)) mu := h1.exp.add_const 1
    have hpos : 0 < Real.exp ((a - mu) / T) := Real.exp_pos _
    have h3 := (hasDerivAt_const mu (1 : ℝ)).fun_div h2 (by positivity)
    refine HasDerivAt.congr_deriv h3 ?_
    unfold fermi
    generalize Real.exp ((a - mu) / T) = b at hpos ⊢
    field_simp
    ring
  exact HasDerivAt.fun_sum fun i _ => (single (e i)).const_mul (w i)
```

At T = 0 the count is a staircase, flat between the levels, and Newton's method has no slope to divide by there.

## Levels with positive weights keep that slope above zero

A weight is typically a k-point weight, doubled if one label stands for both spins. Since 0 < f_i < 1, every term of N′ is positive, and a nonempty sum of positive terms is positive. `Finset.sum_pos` carries out this argument, with `[Nonempty ι]` supplying a level.

```lean
/-- For at least one level, positive weights and `T > 0`, the thermally broadened density of
states is positive. -/
theorem slope_pos [Nonempty ι] {w : ι → ℝ} (e : ι → ℝ) {T : ℝ} (hw : ∀ i, 0 < w i)
    (hT : 0 < T) (mu : ℝ) : 0 < slope w e T mu := by
  refine Finset.sum_pos (fun i _ => ?_) Finset.univ_nonempty
  have hexp := Real.exp_pos ((e i - mu) / T)
  have h0 : 0 < fermi T (e i) mu := by unfold fermi; positivity
  have h1 : fermi T (e i) mu < 1 := by
    unfold fermi
    rw [div_lt_one (by positivity)]
    linarith
  exact mul_pos (hw i) (div_pos (mul_pos h0 (sub_pos.2 h1)) hT)
```

With no levels, or with all weights zero, N′ vanishes everywhere. With weights of mixed sign, terms can cancel, so that N′ vanishes at particular points.

## Up to the lowest level the count is convex

The hypothesis `h0 : ∀ i, mu0 ≤ e i` of `newton_safe_start` below says that no level is more than half occupied at the start. Take μ ≤ ν ≤ e_i and put p = f_i(μ), q = f_i(ν). Then p ≤ q ≤ 1/2, and

q(1 − q) − p(1 − p) = (q − p)(1 − p − q) ≥ 0.

Hence N′(μ) ≤ N′(ν). In `slope_mono`, the bounds `hpq` and `hq` give p ≤ q ≤ 1/2, and `nlinarith` receives the product on the right.

```lean
/-- For positive weights and `T > 0`, the thermally broadened density of states does not
decrease as the chemical potential rises towards the lowest level from below. -/
theorem slope_mono {w e : ι → ℝ} {T mu nu : ℝ} (hw : ∀ i, 0 < w i) (hT : 0 < T)
    (h : mu ≤ nu) (hnu : ∀ i, nu ≤ e i) : slope w e T mu ≤ slope w e T nu := by
  refine Finset.sum_le_sum fun i _ => ?_
  have hpq : fermi T (e i) mu ≤ fermi T (e i) nu := by
    unfold fermi
    apply one_div_le_one_div_of_le (by positivity)
    gcongr
  -- below the level the occupation is at most one half
  have hq : fermi T (e i) nu ≤ 1 / 2 := by
    unfold fermi
    apply one_div_le_one_div_of_le (by norm_num)
    have := Real.one_le_exp (div_nonneg (sub_nonneg.2 (hnu i)) hT.le)
    linarith
  have key : fermi T (e i) mu * (1 - fermi T (e i) mu)
      ≤ fermi T (e i) nu * (1 - fermi T (e i) nu) := by
    have h2 : 0 ≤ 1 - fermi T (e i) mu - fermi T (e i) nu := by linarith
    nlinarith [mul_nonneg (sub_nonneg.2 hpq) h2]
  exact mul_le_mul_of_nonneg_left ((div_le_div_iff_of_pos_right hT).2 key) (hw i).le
```

An increasing slope puts N above its tangents:

N(ν) ≥ N(μ) + N′(μ)(ν − μ) for μ, ν at or below all levels.

If μ < ν, the mean value theorem gives N(ν) − N(μ) = N′(c)(ν − μ) with μ < c < ν, and N′(c) ≥ N′(μ). If ν < μ, it gives N(μ) − N(ν) = N′(c)(μ − ν) with ν < c < μ, and now N′(c) ≤ N′(μ). For μ = ν the two sides agree. The proof makes the same three-way split, with `exists_hasDerivAt_eq_slope` as the mean value theorem.

```lean
/-- For positive weights and `T > 0`, the electron count lies above each of its tangents as
long as both chemical potentials are at or below all levels. -/
theorem tangent_le_count {w e : ι → ℝ} {T mu nu : ℝ} (hw : ∀ i, 0 < w i) (hT : 0 < T)
    (hmu : ∀ i, mu ≤ e i) (hnu : ∀ i, nu ≤ e i) :
    count w e T mu + slope w e T mu * (nu - mu) ≤ count w e T nu := by
  have hcont : Continuous (count w e T) :=
    continuous_iff_continuousAt.2 fun x => (hasDerivAt_count w e hT x).continuousAt
  rcases lt_trichotomy mu nu with h | h | h
  · obtain ⟨c, hc, hs⟩ := exists_hasDerivAt_eq_slope (count w e T) (slope w e T) h
      hcont.continuousOn (fun x _ => hasDerivAt_count w e hT x)
    rw [eq_div_iff (sub_pos.2 h).ne'] at hs
    have h1 := slope_mono hw hT hc.1.le (fun i => hc.2.le.trans (hnu i))
    have h2 := mul_le_mul_of_nonneg_right h1 (sub_pos.2 h).le
    linarith
  · simp [h]
  · obtain ⟨c, hc, hs⟩ := exists_hasDerivAt_eq_slope (count w e T) (slope w e T) h
      hcont.continuousOn (fun x _ => hasDerivAt_count w e hT x)
    rw [eq_div_iff (sub_pos.2 h).ne'] at hs
    have h1 := slope_mono hw hT hc.2.le hmu
    have h2 := mul_le_mul_of_nonneg_right h1 (sub_pos.2 h).le
    linarith
```

## A solution at or below the start gives the iterates a floor

The existence of m is assumed through `hm : count w e T m = n`. Together with the other conditions it restricts the filling: at m no level is more than half occupied. A metal whose counted levels include well-filled bands has its Fermi level above the lowest of them and falls outside this case.

For m ≤ μ ≤ μ₀, the tangent at μ, evaluated at m, gives

n ≥ N(μ) − N′(μ)(μ − m), hence (N(μ) − n)/N′(μ) ≤ μ − m, hence μ⁺ ≥ m.

The tangent at m, evaluated at μ, gives N(μ) − n ≥ N′(m)(μ − m) ≥ 0, so μ⁺ ≤ μ. Dividing by N′(μ) ≤ N′(μ₀) also yields

μ⁺ − m ≤ r(μ − m),  r = 1 − N′(m)/N′(μ₀).

These are the three conclusions of `newtonStep_bounds`. The tangents are `t1` and `t2`, and `top` plays the part of μ₀.

```lean
/-- Let at least one level, positive weights and `T > 0` be given, and let `m` have electron
count `n`. From `mu` with `m ≤ mu ≤ top`, where `top` is at or below all levels, a Newton step
stays at or above `m`, does not go up, and shrinks the error by at least the stated factor. -/
theorem newtonStep_bounds [Nonempty ι] {w e : ι → ℝ} {T n m mu top : ℝ}
    (hw : ∀ i, 0 < w i) (hT : 0 < T) (hm : count w e T m = n) (h : m ≤ mu)
    (ht : mu ≤ top) (htop : ∀ i, top ≤ e i) :
    m ≤ newtonStep w e T n mu ∧ newtonStep w e T n mu ≤ mu ∧
      newtonStep w e T n mu - m ≤ (1 - slope w e T m / slope w e T top) * (mu - m) := by
  have hmu : ∀ i, mu ≤ e i := fun i => ht.trans (htop i)
  have hme : ∀ i, m ≤ e i := fun i => h.trans (hmu i)
  have hs := slope_pos e hw hT mu
  -- the tangents at `mu` and at `m`
  have t1 := tangent_le_count hw hT hmu hme
  have t2 := tangent_le_count hw hT hme hmu
  rw [hm] at t1 t2
  have hnum : 0 ≤ slope w e T m * (mu - m) :=
    mul_nonneg (slope_pos e hw hT m).le (sub_nonneg.2 h)
  have hup : (count w e T mu - n) / slope w e T mu ≤ mu - m := by
    rw [div_le_iff₀ hs]
    linarith
  have hlow : slope w e T m / slope w e T top * (mu - m)
      ≤ (count w e T mu - n) / slope w e T mu := by
    calc slope w e T m / slope w e T top * (mu - m)
        = slope w e T m * (mu - m) / slope w e T top := by ring
      _ ≤ slope w e T m * (mu - m) / slope w e T mu :=
          div_le_div_of_nonneg_left hnum hs (slope_mono hw hT ht htop)
      _ ≤ (count w e T mu - n) / slope w e T mu :=
          (div_le_div_iff_of_pos_right hs).2 (by linarith)
  have hdown : 0 ≤ (count w e T mu - n) / slope w e T mu :=
    div_nonneg (by linarith) hs.le
  unfold newtonStep
  exact ⟨by linarith, by linarith, by linarith⟩
```

Let m ≤ μ₀ ≤ e_i for every i, and write μ_k for the k-th iterate, `(newtonStep w e T n)^[k] mu0` in Lean. Induction on k keeps it between m and μ₀ and multiplies the bounds:

μ_k − m ≤ r^k (μ₀ − m).

```lean
/-- For at least one level, positive weights, `T > 0` and a start `mu0` between the solution
`m` and the lowest level, all Newton iterates lie between `m` and `mu0`, and their error obeys
a geometric bound set by the densities of states at `m` and `mu0`. -/
theorem newton_error_bound [Nonempty ι] {w e : ι → ℝ} {T n m mu0 : ℝ}
    (hw : ∀ i, 0 < w i) (hT : 0 < T) (hm : count w e T m = n) (h : m ≤ mu0)
    (h0 : ∀ i, mu0 ≤ e i) (k : ℕ) :
    m ≤ (newtonStep w e T n)^[k] mu0 ∧ (newtonStep w e T n)^[k] mu0 ≤ mu0 ∧
      (newtonStep w e T n)^[k] mu0 - m
        ≤ (1 - slope w e T m / slope w e T mu0) ^ k * (mu0 - m) := by
  have hq : 0 ≤ 1 - slope w e T m / slope w e T mu0 :=
    sub_nonneg.2 ((div_le_one (slope_pos e hw hT mu0)).2 (slope_mono hw hT h h0))
  induction k with
  | zero => simp [h]
  | succ k ih =>
    obtain ⟨h1, h2, h3⟩ := ih
    obtain ⟨s1, s2, s3⟩ := newtonStep_bounds hw hT hm h1 h2 h0
    rw [Function.iterate_succ_apply']
    refine ⟨s1, s2.trans h2, s3.trans ?_⟩
    rw [pow_succ', mul_assoc]
    exact mul_le_mul_of_nonneg_left h3 hq
```

Since 0 < N′(m) ≤ N′(μ₀), we have 0 ≤ r < 1, and r^k tends to zero. The theorem `newton_safe_start` squeezes μ_k between m and m + r^k(μ₀ − m). `Antitone` says that the iterates do not rise, and `Tendsto` that they converge to m.

```lean
/-- Safe Newton start: for at least one level, positive weights, `T > 0` and a start between
the solution `m` of `count = n` and the lowest level, the Newton iterates are nonincreasing,
stay at or above `m`, and converge to `m`. -/
theorem newton_safe_start [Nonempty ι] {w e : ι → ℝ} {T n m mu0 : ℝ}
    (hw : ∀ i, 0 < w i) (hT : 0 < T) (hm : count w e T m = n) (h : m ≤ mu0)
    (h0 : ∀ i, mu0 ≤ e i) :
    Antitone (fun k : ℕ => (newtonStep w e T n)^[k] mu0) ∧
      (∀ k : ℕ, m ≤ (newtonStep w e T n)^[k] mu0) ∧
      Tendsto (fun k : ℕ => (newtonStep w e T n)^[k] mu0) atTop (𝓝 m) := by
  have hb := newton_error_bound hw hT hm h h0
  refine ⟨antitone_nat_of_succ_le fun k => ?_, fun k => (hb k).1, ?_⟩
  · rw [Function.iterate_succ_apply']
    exact (newtonStep_bounds hw hT hm (hb k).1 (hb k).2.1 h0).2.1
  · -- squeeze between `m` and the geometric bound
    have hs := slope_pos e hw hT mu0
    have hq0 : 0 ≤ 1 - slope w e T m / slope w e T mu0 :=
      sub_nonneg.2 ((div_le_one hs).2 (slope_mono hw hT h h0))
    have hq1 : 1 - slope w e T m / slope w e T mu0 < 1 :=
      sub_lt_self 1 (div_pos (slope_pos e hw hT m) hs)
    have hlim := ((tendsto_pow_atTop_nhds_zero_of_lt_one hq0 hq1).mul_const
      (mu0 - m)).const_add m
    rw [zero_mul, add_zero] at hlim
    exact tendsto_of_tendsto_of_tendsto_of_le_of_le tendsto_const_nhds hlim
      (fun k => (hb k).1) (fun k => by have := (hb k).2.2; dsimp only; linarith)
```

Without a solution there is nothing to converge to. For n = 0, f_i(1 − f_i) < f_i makes N/N′ larger than T, so every step lowers μ by more than T, without end.

## One level at T = 0.025 eV

When Newton's method is applied to a fixed list of eigenvalues, one pass over them accumulates both Σ w_i f_i and Σ w_i f_i(1 − f_i)/T, and their values give the next μ.

Take a single level at energy 0 with unit weight, T = 0.025 eV and n = 0.1. The solution is m = −T ln 9 ≈ −0.0549 eV. Starting at the level itself, N = 0.5 and N′ = 10 per eV, so the first step goes down by 0.4/10 = 0.04 eV. The iterates are 0, −0.0400, −0.0522 and −0.0548 eV. Here r = 0.64, and the actual errors shrink much faster than this bound.

## Half filling shows what lies beyond either end

Let one level e of unit weight be half filled, so n = 1/2 and m = e. The interval of starts covered by `newton_safe_start` is then the single point e. With a = exp((e − μ)/T),

N − 1/2 = (1 − a)/(2(1 + a)),  N′ = a/(T(1 + a)²),

and their quotient is T(1/a − a)/2. Therefore

μ⁺ = μ − T sinh((μ − e)/T).

```lean
/-- For a single level `e` of unit weight at half filling and `T > 0`, the Newton step
subtracts `T sinh((mu - e)/T)`. -/
theorem newtonStep_half_filling {T : ℝ} (hT : 0 < T) (e mu : ℝ) :
    newtonStep (fun _ : Unit => 1) (fun _ => e) T (1 / 2) mu
      = mu - T * Real.sinh ((mu - e) / T) := by
  have hx : (mu - e) / T = -((e - mu) / T) := by ring
  have ha := Real.exp_pos ((e - mu) / T)
  simp only [newtonStep, count, slope, fermi, Finset.univ_unique, Finset.sum_singleton,
    one_mul]
  rw [Real.sinh_eq, hx, neg_neg, Real.exp_neg]
  generalize Real.exp ((e - mu) / T) = a at ha ⊢
  have hd : 1 / (a + 1) * (1 - 1 / (a + 1)) / T = a / (T * (a + 1) ^ 2) := by
    field_simp
    ring
  rw [hd]
  field_simp
  ring
```

Put x = |μ − e|/T. The new distance from e, in units of T, is sinh x − x. For x ≥ 6, the bounds exp(x) ≥ 1 + x + x²/2 and exp(−x) < 1 give

sinh x > x/2 + x²/4 ≥ 2x,

so the distance grows, and the next iterate is again at least 6T away. In the proof, `hsinh` is this inequality, `step` treats the two signs of μ − e, and `far` carries the 6T condition through all iterates.

```lean
/-- An unsafe start: for a single level `e` of unit weight at half filling and `T > 0`, the
solution is `mu = e`, but from any start at least `6 T` away from it the Newton iterates move
strictly farther away at every step. -/
theorem newton_unsafe_start {T e mu0 : ℝ} (hT : 0 < T) (h0 : 6 * T ≤ |mu0 - e|) :
    count (fun _ : Unit => 1) (fun _ => e) T e = 1 / 2 ∧
      StrictMono (fun k : ℕ =>
        |(newtonStep (fun _ : Unit => 1) (fun _ => e) T (1 / 2))^[k] mu0 - e|) := by
  have hsinh : ∀ x : ℝ, 6 ≤ x → 2 * x < Real.sinh x := by
    intro x hx
    have h1 := Real.quadratic_le_exp_of_nonneg (show 0 ≤ x by linarith)
    have h2 : Real.exp (-x) < 1 := Real.exp_lt_one_iff.2 (by linarith)
    rw [Real.sinh_eq]
    nlinarith
  -- a single step leads away from the level
  have step : ∀ mu : ℝ, 6 * T ≤ |mu - e| →
      |mu - e| < |newtonStep (fun _ : Unit => 1) (fun _ => e) T (1 / 2) mu - e| := by
    intro mu h
    rw [newtonStep_half_filling hT]
    have hmul : T * ((mu - e) / T) = mu - e := mul_div_cancel₀ _ hT.ne'
    rcases le_abs.1 h with h | h
    · have h1 := mul_lt_mul_of_pos_left (hsinh _ ((le_div_iff₀ hT).2 h)) hT
      rw [abs_of_pos (show 0 < mu - e by linarith)]
      exact lt_abs.2 (Or.inr (by linarith))
    · have h1 := mul_lt_mul_of_pos_left (hsinh _ ((le_div_iff₀ hT).2 h)) hT
      rw [neg_div, Real.sinh_neg] at h1
      rw [abs_of_neg (show mu - e < 0 by linarith)]
      exact lt_abs.2 (Or.inl (by linarith))
  have far : ∀ k : ℕ, 6 * T ≤
      |(newtonStep (fun _ : Unit => 1) (fun _ => e) T (1 / 2))^[k] mu0 - e| := by
    intro k
    induction k with
    | zero => exact h0
    | succ k ih =>
      rw [Function.iterate_succ_apply']
      exact ih.trans (step _ ih).le
  refine ⟨by norm_num [count, fermi], strictMono_nat_of_lt_succ fun k => ?_⟩
  rw [Function.iterate_succ_apply']
  exact step _ (far k)

end

end FermiLevelNewton
```

```lean
#print axioms FermiLevelNewton.newton_safe_start
-- 'FermiLevelNewton.newton_safe_start' depends on axioms: [propext, Classical.choice, Quot.sound]
#print axioms FermiLevelNewton.newton_unsafe_start
-- 'FermiLevelNewton.newton_unsafe_start' depends on axioms: [propext, Classical.choice, Quot.sound]
```

A start at or below e − 6T violates only m ≤ μ₀, and one at or above e + 6T violates only μ₀ ≤ e. Neither condition can therefore simply be omitted, although starts slightly outside the interval may still converge.
